# Energy derivatives at stationary grid densities with constrained populations

The grid points $i$ form a finite set `ι`, and the constraints $k$ a finite set `κ`. A density is a real vector $\rho$ whose entries include the quadrature weights; no sign is imposed. The energy $E(\rho,R)$ depends on the density and one nuclear coordinate $R$. Primes denote derivatives with respect to the parameter, at $R_0$ unless stated otherwise. `HasDerivAt f d x` says that $f$ is differentiable at $x$ with derivative $d$, and `∀ᶠ R in 𝓝 R₀` means "for all $R$ near $R_0$".

```lean
import Mathlib

open Filter Topology

namespace ConstrainedDensityForce

noncomputable section

variable {ι κ : Type*} [Fintype ι] [Fintype κ]
```

A weight function $w$ assigns to a fragment the population $\sum_i w_i\rho_i$.

```lean
/-- The population `∑ w_i ρ_i` that the weight function `w` assigns to the grid density `ρ`. -/
def population (w ρ : ι → ℝ) : ℝ := ∑ i, w i * ρ i
```

## (a) Response of a population

Let $w(R)$ and $\rho(R)$ be differentiable at $R_0$, and let the population change at the rate $n'$. Show that
$$\sum_i w_i\rho_i' = n'-\sum_i w_i'\rho_i .$$

**Solution.** The product rule gives $n'=\sum_i(w_i'\rho_i+w_i\rho_i')$; rearrange. In Lean, `hn.unique h` equates the two expressions for the derivative.

```lean
/-- For differentiable weights and density, if the population changes at the rate `n'`, the part due
to the density response is `n'` minus the part due to the motion of the weights. -/
theorem population_response {w ρ : ℝ → ι → ℝ} {w' ρ' : ι → ℝ} {n' R₀ : ℝ}
    (hw : HasDerivAt w w' R₀) (hρ : HasDerivAt ρ ρ' R₀)
    (hn : HasDerivAt (fun R => population (w R) (ρ R)) n' R₀) :
    population (w R₀) ρ' = n' - population w' (ρ R₀) := by
  have h : HasDerivAt (fun R => population (w R) (ρ R))
      (∑ i, (w' i * ρ R₀ i + w R₀ i * ρ' i)) R₀ := by
    unfold population
    exact HasDerivAt.fun_sum fun i _ =>
      (hasDerivAt_pi.1 hw i).fun_mul (hasDerivAt_pi.1 hρ i)
  have e := hn.unique h
  rw [Finset.sum_add_distrib] at e
  unfold population
  linarith
```

## (b) Chain rule for the energy

The potential $\partial E/\partial\rho_i$ and the explicit derivative $\partial_R E$ are ordinary one-variable derivatives.

```lean
variable [DecidableEq ι]

/-- The partial derivative `∂E/∂ρ_i` at fixed nuclear coordinate. -/
def potential (E : (ι → ℝ) × ℝ → ℝ) (ρ : ι → ℝ) (R : ℝ) (i : ι) : ℝ :=
  deriv (fun t : ℝ => E (ρ + t • Pi.single i 1, R)) 0

/-- The partial derivative `∂E/∂R` at fixed density. -/
def explicitDeriv (E : (ι → ℝ) × ℝ → ℝ) (ρ : ι → ℝ) (R : ℝ) : ℝ :=
  deriv (fun x : ℝ => E (ρ, x)) R
```

Stationarity means $\partial E/\partial\rho_i+\sum_k V_k w_{k,i}=\mu$ at every grid point. Here $\mu$ is the chemical potential, the multiplier for the electron number, and $V_k$ is the strength of the potential that enforces constraint $k$.

```lean
/-- Stationarity under constraints: `∂E/∂ρ_i + ∑ V_k w_{k,i} = μ` at every grid point. -/
def IsStationary (E : (ι → ℝ) × ℝ → ℝ) (w : κ → ι → ℝ) (V : κ → ℝ) (μ : ℝ)
    (ρ : ι → ℝ) (R : ℝ) : Prop :=
  ∀ i, potential E ρ R i + ∑ k, V k * w k i = μ
```

This condition is assumed, and only at $R_0$. An alternative model would take $\rho(R_0)$ to minimise $E(\cdot,R_0)$ over all real grid vectors with the prescribed electron number and populations. Stationarity would then follow for suitable multipliers, but saddle points would be excluded.

Stationarity is not yet needed. For $E$ differentiable at $(\rho(R_0),R_0)$ and $\rho$ differentiable at $R_0$, show that
$$\frac{dE}{dR}=\partial_R E+\sum_i\frac{\partial E}{\partial\rho_i}\rho_i' .$$

**Solution.** The path $(\rho(R),R)$ has velocity $(\rho',1)=(0,1)+\sum_i\rho_i'(e_i,0)$, with $e_i$ the unit vector at point $i$. The full derivative of $E$ is linear, so it can be applied term by term. `hsplit` is this decomposition; `hx` and `hp` identify the partial derivatives.

```lean
/-- For differentiable `E` and `ρ`, the total derivative of the energy is its explicit part plus
the potential contracted with the density response. -/
theorem hasDerivAt_energy {E : (ι → ℝ) × ℝ → ℝ} {ρ : ℝ → ι → ℝ} {ρ' : ι → ℝ} {R₀ : ℝ}
    (hE : DifferentiableAt ℝ E (ρ R₀, R₀)) (hρ : HasDerivAt ρ ρ' R₀) :
    HasDerivAt (fun R => E (ρ R, R))
      (explicitDeriv E (ρ R₀) R₀ + ∑ i, potential E (ρ R₀) R₀ i * ρ' i) R₀ := by
  have hL := hE.hasFDerivAt
  -- both partial derivatives are values of the full derivative
  have hx : explicitDeriv E (ρ R₀) R₀ = fderiv ℝ E (ρ R₀, R₀) (0, 1) :=
    (hL.comp_hasDerivAt R₀ ((hasDerivAt_const R₀ (ρ R₀)).prodMk (hasDerivAt_id' R₀))).deriv
  have hp : ∀ i, potential E (ρ R₀) R₀ i
      = fderiv ℝ E (ρ R₀, R₀) (Pi.single i 1, 0) := by
    intro i
    have hpath : HasDerivAt (fun t : ℝ => (ρ R₀ + t • (Pi.single i 1 : ι → ℝ), R₀))
        ((1 : ℝ) • (Pi.single i 1 : ι → ℝ), (0 : ℝ)) 0 :=
      (((hasDerivAt_id' (0 : ℝ)).smul_const _).const_add _).prodMk (hasDerivAt_const 0 R₀)
    rw [one_smul] at hpath
    have hL0 : HasFDerivAt E (fderiv ℝ E (ρ R₀, R₀))
        (ρ R₀ + (0 : ℝ) • (Pi.single i 1 : ι → ℝ), R₀) := by
      rw [zero_smul, add_zero]
      exact hL
    exact (HasFDerivAt.comp_hasDerivAt (0 : ℝ) hL0 hpath).deriv
  have hsplit : (ρ', (1 : ℝ))
      = (0, 1) + ∑ i, ρ' i • ((Pi.single i 1 : ι → ℝ), (0 : ℝ)) := by
    refine Prod.ext ?_ ?_
    · funext j
      simp [Prod.fst_sum, Finset.sum_apply, Pi.single_apply]
    · simp [Prod.snd_sum]
  have hpath : HasDerivAt (fun x : ℝ => (ρ x, x)) (ρ', (1 : ℝ)) R₀ :=
    hρ.prodMk (hasDerivAt_id' R₀)
  have hc : HasDerivAt (E ∘ fun x : ℝ => (ρ x, x))
      (fderiv ℝ E (ρ R₀, R₀) (ρ', 1)) R₀ :=
    HasFDerivAt.comp_hasDerivAt R₀ (by exact hL) hpath
  refine hc.congr_deriv ?_
  rw [hsplit, map_add, map_sum, hx]
  congr 1
  refine Finset.sum_congr rfl fun i _ => ?_
  rw [map_smul, smul_eq_mul, hp i, mul_comm]
```

## (c) Moving targets

Let $E$ and $\rho$ be differentiable as in (b). Let the electron number change at the rate $N'$ and the populations at the rates $n_k'$, with $\rho(R_0)$ stationary and the weights differentiable. Show that
$$\frac{dE}{dR}=\partial_R E+\mu N'+\sum_k V_k\Big(\sum_i w_{k,i}'\rho_i-n_k'\Big).$$

**Solution.** Stationarity turns the last term of (b) into
$$\sum_i\Big(\mu-\sum_k V_kw_{k,i}\Big)\rho_i'=\mu N'-\sum_k V_k\sum_i w_{k,i}\rho_i' ,$$
which is `h1`, with `hswap` exchanging the sums. Part (a) then eliminates $\rho'$, which is `h2`.

```lean
/-- For differentiable `E`, `ρ` and `w_k`, the energy derivative at a stationary density when the
electron number changes at the rate `N'` and the constrained populations at the rates `n'_k`; the
density response does not appear. -/
theorem hasDerivAt_energy_moving_targets {E : (ι → ℝ) × ℝ → ℝ} {ρ : ℝ → ι → ℝ}
    {w : κ → ℝ → ι → ℝ} {w' : κ → ι → ℝ} {V n' : κ → ℝ} {μ N' R₀ : ℝ}
    (hE : DifferentiableAt ℝ E (ρ R₀, R₀)) (hρ : DifferentiableAt ℝ ρ R₀)
    (hw : ∀ k, HasDerivAt (w k) (w' k) R₀)
    (hN : HasDerivAt (fun R => ∑ i, ρ R i) N' R₀)
    (hn : ∀ k, HasDerivAt (fun R => population (w k R) (ρ R)) (n' k) R₀)
    (hs : IsStationary E (fun k => w k R₀) V μ (ρ R₀) R₀) :
    HasDerivAt (fun R => E (ρ R, R))
      (explicitDeriv E (ρ R₀) R₀ + μ * N'
        + ∑ k, V k * (population (w' k) (ρ R₀) - n' k)) R₀ := by
  have hρ' := hρ.hasDerivAt
  have hsum : ∑ i, deriv ρ R₀ i = N' :=
    (HasDerivAt.fun_sum fun i _ => hasDerivAt_pi.1 hρ' i).unique hN
  have hswap : ∑ i, (∑ k, V k * w k R₀ i) * deriv ρ R₀ i
      = ∑ k, V k * population (w k R₀) (deriv ρ R₀) := by
    simp only [population, Finset.sum_mul, Finset.mul_sum]
    rw [Finset.sum_comm]
    simp only [mul_assoc]
  -- stationarity replaces the potential by multipliers
  have h1 : ∑ i, potential E (ρ R₀) R₀ i * deriv ρ R₀ i
      = μ * N' - ∑ k, V k * population (w k R₀) (deriv ρ R₀) := by
    rw [← hswap, ← hsum, Finset.mul_sum, ← Finset.sum_sub_distrib]
    refine Finset.sum_congr rfl fun i _ => ?_
    rw [eq_sub_of_add_eq (hs i), sub_mul]
  -- the constraints eliminate the density response
  have h2 : ∑ k, V k * (population (w' k) (ρ R₀) - n' k)
      = -∑ k, V k * population (w k R₀) (deriv ρ R₀) := by
    rw [← Finset.sum_neg_distrib]
    refine Finset.sum_congr rfl fun k _ => ?_
    rw [population_response (hw k) hρ' (hn k)]
    ring
  refine (hasDerivAt_energy hE hρ').congr_deriv ?_
  rw [h1, h2]
  ring
```

## (d) Constant targets

Now let the electron number and all constrained populations be constant near $R_0$. Show that
$$\frac{dE}{dR}=\partial_R E+\sum_k V_k\sum_i w_{k,i}'\rho_i .$$

**Solution.** Set $N'=n_k'=0$ in (c).

```lean
/-- For differentiable `E`, `ρ` and `w_k`, with electron number and constrained populations
constant near `R₀` and `ρ(R₀)` stationary, `dE/dR = ∂E/∂R + ∑ V_k ∑ w'_{k,i} ρ_i`. -/
theorem constrained_force {E : (ι → ℝ) × ℝ → ℝ} {ρ : ℝ → ι → ℝ}
    {w : κ → ℝ → ι → ℝ} {w' : κ → ι → ℝ} {V n : κ → ℝ} {μ N R₀ : ℝ}
    (hE : DifferentiableAt ℝ E (ρ R₀, R₀)) (hρ : DifferentiableAt ℝ ρ R₀)
    (hw : ∀ k, HasDerivAt (w k) (w' k) R₀)
    (hN : ∀ᶠ R in 𝓝 R₀, ∑ i, ρ R i = N)
    (hn : ∀ k, ∀ᶠ R in 𝓝 R₀, population (w k R) (ρ R) = n k)
    (hs : IsStationary E (fun k => w k R₀) V μ (ρ R₀) R₀) :
    HasDerivAt (fun R => E (ρ R, R))
      (explicitDeriv E (ρ R₀) R₀ + ∑ k, V k * population (w' k) (ρ R₀)) R₀ :=
  (hasDerivAt_energy_moving_targets (n' := fun _ => 0) hE hρ hw
    ((hasDerivAt_const R₀ N).congr_of_eventuallyEq hN)
    (fun k => (hasDerivAt_const R₀ (n k)).congr_of_eventuallyEq (hn k)) hs).congr_deriv
    (by simp)
```

The force is $-dE/dR$. In constrained density-functional calculations such a formula avoids computing the density response; this finite-grid model has no orbitals or basis set, hence no Pulay terms.

Without constant populations the formula can fail. Take two sites with $E=\rho_0+2\rho_1$, the fixed density $\rho=(1,2)$, $w=(R,0)$, $V=1$, $\mu=2$ and $R_0=1$. Stationarity holds and the electron number is constant, but the population is $R$. The formula gives $1$, while $dE/dR=0$.

## (e) Changing the target population

Fix the weights and the electron number, and let $\rho(n)$ have population $n$. Let $F(\rho)$ be an energy differentiable at $\rho(n_0)$, let $\rho(n)$ be differentiable at $n_0$, and let $\rho(n_0)$ be stationary in the sense of (b), with one constraint of strength $V$. Show that
$$\frac{dF}{dn}=-V .$$

**Solution.** Use (c) with $n$ as the parameter: $\partial_nF=0$, $N'=0$, $w'=0$ and the population rate is $1$. The one-element type `Unit` labels the single constraint.

```lean
/-- For fixed weights and electron number, and differentiable `F` and `ρ(n)`, the energy of the
stationary density changes with the target population `n` at the rate `-V`. -/
theorem hasDerivAt_energy_target {F : (ι → ℝ) → ℝ} {ρ : ℝ → ι → ℝ} {w : ι → ℝ}
    {V μ N n₀ : ℝ} (hF : DifferentiableAt ℝ F (ρ n₀)) (hρ : DifferentiableAt ℝ ρ n₀)
    (hN : ∀ᶠ n in 𝓝 n₀, ∑ i, ρ n i = N)
    (hn : ∀ᶠ n in 𝓝 n₀, population w (ρ n) = n)
    (hs : IsStationary (fun p => F p.1) (fun _ : Unit => w) (fun _ => V) μ (ρ n₀) n₀) :
    HasDerivAt (fun n => F (ρ n)) (-V) n₀ := by
  have hE : DifferentiableAt ℝ (fun p : (ι → ℝ) × ℝ => F p.1) (ρ n₀, n₀) :=
    DifferentiableAt.comp (ρ n₀, n₀) hF differentiableAt_fst
  exact (hasDerivAt_energy_moving_targets (w := fun _ _ => w) (w' := fun _ => 0)
    (n' := fun _ => 1) hE hρ (fun _ => hasDerivAt_const n₀ w)
    ((hasDerivAt_const n₀ N).congr_of_eventuallyEq hN)
    (fun _ => (hasDerivAt_id' n₀).congr_of_eventuallyEq hn) hs).congr_deriv
    (by simp [explicitDeriv, population])
```

## (f) Hirshfeld weight

Let $a$ be the fragment's proatom density at a grid point and $b$ that of its environment.

```lean
/-- The Hirshfeld weight `a/(a+b)` of a fragment with proatom density `a` in an environment of
proatom density `b`, for `a + b ≠ 0`. -/
def hirshfeldWeight (a b : ℝ) : ℝ := a / (a + b)
```

For differentiable $a,b$ with $a+b>0$ at $R_0$, show that
$$w'=\frac{(1-w)a'-w\,b'}{a+b}.$$

**Solution.** By the quotient rule,
$$w'=\frac{a'}{a+b}-\frac{a(a'+b')}{(a+b)^2}=\frac{a'-w(a'+b')}{a+b}.$$
`fun_div` supplies the quotient rule; `field_simp` and `ring` do the algebra.

```lean
/-- For differentiable `a` and `b`, where `a + b > 0`, the Hirshfeld weight has derivative
`((1-w) a' - w b')/(a+b)`. -/
theorem hasDerivAt_hirshfeldWeight {a b : ℝ → ℝ} {a' b' R₀ : ℝ}
    (ha : HasDerivAt a a' R₀) (hb : HasDerivAt b b' R₀) (h : 0 < a R₀ + b R₀) :
    HasDerivAt (fun R => hirshfeldWeight (a R) (b R))
      (((1 - hirshfeldWeight (a R₀) (b R₀)) * a' - hirshfeldWeight (a R₀) (b R₀) * b')
        / (a R₀ + b R₀)) R₀ := by
  have h0 := h.ne'
  unfold hirshfeldWeight
  refine (ha.fun_div (ha.fun_add hb) h0).congr_deriv ?_
  field_simp
  ring
```

## (g) Hirshfeld-constrained energy derivative

Under the hypotheses of (d), with one Hirshfeld population, $a_i$ differentiable at $R_0$, $a_i+b_i>0$ there at every point and $b_i$ independent of $R$, show that
$$\frac{dE}{dR}=\partial_R E+V\sum_i\frac{(1-w_i)a_i'}{a_i+b_i}\rho_i .$$

**Solution.** Put $b_i'=0$ in (f) and insert $w_i'$ into (d). For proatom densities that move rigidly with their nuclei, $b_i$ is independent of $R$ when $R$ is a coordinate of a nucleus in the fragment and the grid points are fixed in space.

```lean
/-- For differentiable `E`, `ρ` and `a`, with `b` independent of `R`, `a + b > 0` on the grid at
`R₀`, electron number and Hirshfeld population constant near `R₀`, and `ρ(R₀)` stationary,
`dE/dR = ∂E/∂R + V ∑ w'_i ρ_i` with `w' = (1-w) a'/(a+b)`. -/
theorem hirshfeld_force {E : (ι → ℝ) × ℝ → ℝ} {ρ a : ℝ → ι → ℝ} {a' b : ι → ℝ}
    {V μ N n R₀ : ℝ}
    (hE : DifferentiableAt ℝ E (ρ R₀, R₀)) (hρ : DifferentiableAt ℝ ρ R₀)
    (ha : HasDerivAt a a' R₀) (hab : ∀ i, 0 < a R₀ i + b i)
    (hN : ∀ᶠ R in 𝓝 R₀, ∑ i, ρ R i = N)
    (hn : ∀ᶠ R in 𝓝 R₀, population (fun i => hirshfeldWeight (a R i) (b i)) (ρ R) = n)
    (hs : IsStationary E (fun (_ : Unit) i => hirshfeldWeight (a R₀ i) (b i))
      (fun _ => V) μ (ρ R₀) R₀) :
    HasDerivAt (fun R => E (ρ R, R)) (explicitDeriv E (ρ R₀) R₀ + V * ∑ i,
      (1 - hirshfeldWeight (a R₀ i) (b i)) * a' i / (a R₀ i + b i) * ρ R₀ i) R₀ := by
  have hw : HasDerivAt (fun R i => hirshfeldWeight (a R i) (b i))
      (fun i => (1 - hirshfeldWeight (a R₀ i) (b i)) * a' i / (a R₀ i + b i)) R₀ :=
    hasDerivAt_pi.2 fun i =>
      (hasDerivAt_hirshfeldWeight (hasDerivAt_pi.1 ha i) (hasDerivAt_const R₀ (b i))
        (hab i)).congr_deriv (by rw [mul_zero, sub_zero])
  exact (constrained_force (w := fun _ R i => hirshfeldWeight (a R i) (b i))
    (n := fun _ => n) hE hρ (fun _ => hw) hN (fun _ => hn) hs).congr_deriv
    (by simp [population])
```

## (h) A two-site example

Take the following energy, density and weights.

```lean
/-- A two-site energy `ρ₀ + 2 ρ₁`, linear in the density. -/
def siteEnergy (p : (Fin 2 → ℝ) × ℝ) : ℝ := p.1 0 + 2 * p.1 1

/-- The two-site density `(1/R, 3 - 1/R)`, for `R ≠ 0`. -/
def siteDensity (R : ℝ) : Fin 2 → ℝ := ![R⁻¹, 3 - R⁻¹]

/-- The two-site weight function `(R, 0)`. -/
def siteWeight (R : ℝ) : Fin 2 → ℝ := ![R, 0]
```

Show that the hypotheses of (d) hold at $R_0=1$ with $V=1$ and $\mu=2$, in particular
$$\Big(\frac{\partial E}{\partial\rho_i}+Vw_i\Big)_{i=0,1}=(2,2).$$

**Solution.** All functions are differentiable at $1$, with $w'=(1,0)$. The electron number is $1/R+3-1/R=3$, and the population is $R\cdot(1/R)=1$ near $R_0$. The potential is $(1,2)$, and adding $w(1)=(1,0)$ gives $(2,2)$. The proof checks these conditions one by one.

```lean
/-- The two-site system meets the hypotheses of `constrained_force` at `R₀ = 1`, with `V = 1`,
`μ = 2`, three electrons and constrained population one. -/
theorem constrained_force_witness :
    DifferentiableAt ℝ siteEnergy (siteDensity 1, 1) ∧ DifferentiableAt ℝ siteDensity 1 ∧
    HasDerivAt siteWeight ![1, 0] 1 ∧ (∀ᶠ R in 𝓝 (1 : ℝ), ∑ i, siteDensity R i = 3) ∧
    (∀ᶠ R in 𝓝 (1 : ℝ), population (siteWeight R) (siteDensity R) = 1) ∧
    IsStationary siteEnergy (fun _ : Unit => siteWeight 1) (fun _ => 1) 2
      (siteDensity 1) 1 := by
  refine ⟨?_, ?_, ?_, ?_, ?_, ?_⟩
  · unfold siteEnergy
    fun_prop
  · refine differentiableAt_pi.2 fun i => ?_
    fin_cases i
    · exact differentiableAt_inv one_ne_zero
    · exact (differentiableAt_inv one_ne_zero).const_sub 3
  · refine hasDerivAt_pi.2 fun i => ?_
    fin_cases i
    · exact hasDerivAt_id' 1
    · exact hasDerivAt_const 1 0
  · exact Eventually.of_forall fun R => by simp [siteDensity, Fin.sum_univ_two]
  · filter_upwards [eventually_ne_nhds (one_ne_zero : (1 : ℝ) ≠ 0)] with R hR
    simp [population, siteWeight, siteDensity, Fin.sum_univ_two, hR]
  · intro i
    -- along each site the energy is an affine function
    have e : (fun t : ℝ => siteEnergy (siteDensity 1 + t • Pi.single i 1, 1))
        = fun t => 5 + t * (![1, 2] : Fin 2 → ℝ) i := by
      funext t
      fin_cases i <;> simp [siteEnergy, siteDensity] <;> ring
    have hp : potential siteEnergy (siteDensity 1) 1 i = (![1, 2] : Fin 2 → ℝ) i := by
      unfold potential
      rw [e]
      exact (((hasDerivAt_id' (0 : ℝ)).mul_const _).const_add 5).deriv.trans (one_mul _)
    rw [hp]
    fin_cases i <;> norm_num [siteWeight]

end

end ConstrainedDensityForce
```

```lean
#print axioms ConstrainedDensityForce.hasDerivAt_energy_moving_targets
-- 'ConstrainedDensityForce.hasDerivAt_energy_moving_targets' depends on axioms: [propext, Classical.choice, Quot.sound]
#print axioms ConstrainedDensityForce.hasDerivAt_energy_target
-- 'ConstrainedDensityForce.hasDerivAt_energy_target' depends on axioms: [propext, Classical.choice, Quot.sound]
#print axioms ConstrainedDensityForce.hirshfeld_force
-- 'ConstrainedDensityForce.hirshfeld_force' depends on axioms: [propext, Classical.choice, Quot.sound]
```
